# A scale-optimised trial carrier in an attractive logarithmic potential of strength \(g\) has kinetic energy \(g/2\) at every positive mass

Take a carrier whose energy depends on one positive number \(s\), its inverse length, through

\[
E(s) = s^2 - 2\ln s .
\]

The first term is the kinetic cost of confinement and the second is the gain from sitting closer to an attractive centre. With \(x = s^2\) the energy is \(x - \ln x\), which is smallest at \(x = 1\), where the kinetic part is 1. Now multiply the mass by \(\mu > 0\), so that the kinetic term becomes \(s^2/\mu\). With \(y = s^2/\mu\),

\[
\frac{s^2}{\mu} - 2\ln s = y - \ln y - \ln\mu .
\]

This is the same function of \(y\), shifted by the constant \(-\ln\mu\). The minimum is again at \(y = 1\), so the kinetic part is still 1 and the minimum energy has changed by \(-\ln\mu\). A heavier carrier contracts until its kinetic energy is back at the old value, and the mass survives only as an additive logarithm.

## The carrier and its energy

In an undoped semiconducting monolayer, the potential energy of a carrier near a charged defect of opposite sign is roughly logarithmic, \(V(r) = g\ln r + V_0\), at distances \(r\) well above the layer thickness and well below the dielectric screening length of the sheet, which grows with its in-plane polarisability. Here \(g\) is the strength of the attraction, \(V_0\) is a constant, and lengths are numbers in a fixed unit. Choose a normalised shape \(\varphi(\boldsymbol\rho)\) in the plane and scale it: \(\psi_s(\mathbf r) = s\,\varphi(s\mathbf r)\). For an isotropic effective mass \(m\), substituting \(\boldsymbol\rho = s\mathbf r\) in the expectation values gives

\[
E(s) = \frac{T s^2}{m} - g\ln s + v,
\qquad
T = \frac{\hbar^2}{2}\int |\nabla\varphi|^2\, d^2\rho,
\qquad
v = V_0 + g\int |\varphi|^2 \ln\rho\; d^2\rho .
\]

The Lean file starts from this formula. The wavefunction and the two integrals do not appear in it; `T` and `v` enter as real numbers, and a change of mass leaves both as they are because the shape is held fixed.

```lean
import Mathlib

open Real

namespace LogMonolayerCarrier

noncomputable section
```

The kinetic part has its own name, since the main statement is about its value.

```lean
/-- Kinetic energy `T s² / m` of a trial carrier of inverse length `s` and mass `m ≠ 0`;
the constant `T` depends on the shape of the trial function. -/
def kinetic (T m s : ℝ) : ℝ := T * s ^ 2 / m
```

The total energy adds the logarithm and the offset. The minus sign in front of `g * log s` makes positive `g` attractive: a larger `s` means a smaller carrier and a lower potential energy.

```lean
/-- Energy of the trial carrier in a logarithmic potential of strength `g` with offset `v`,
for mass `m ≠ 0` and inverse length `s > 0`. -/
def energy (T m g v s : ℝ) : ℝ := kinetic T m s - g * log s + v
```

An optimal scale is a global minimiser over all positive scales. The definition mentions neither a derivative nor the value \(g/2\), so the kinetic energy at the minimum has to be derived.

```lean
/-- The inverse length `s` is positive and no positive inverse length has lower energy. -/
def IsOptimal (T m g v s : ℝ) : Prop :=
  0 < s ∧ ∀ t, 0 < t → energy T m g v s ≤ energy T m g v t
```

## The energy above the minimum

Suppose that some \(s > 0\) has kinetic energy \(Ts^2/m = g/2\). Let \(t > 0\) be any other scale and put \(x = (t/s)^2\). The kinetic energy grows quadratically with the scale, so at \(t\) it is \((g/2)x\). The logarithm changes by \(\ln t - \ln s = \tfrac12\ln x\). Therefore

\[
E(t) - E(s) = \frac g2 x - \frac g2 - g\cdot\frac12\ln x = \frac g2\,(x - 1 - \ln x).
\]

```lean
/-- If the kinetic energy at `s > 0` is `g / 2`, the energy at any other scale `t > 0` exceeds
that at `s` by `(g / 2) (x - 1 - ln x)`, where `x = (t / s)²`. -/
theorem energy_excess {T m g s t : ℝ} (v : ℝ) (hs : 0 < s) (ht : 0 < t)
    (h : kinetic T m s = g / 2) :
    energy T m g v t - energy T m g v s
      = g / 2 * ((t / s) ^ 2 - 1 - log ((t / s) ^ 2)) := by
  have e : s ^ 2 * (t / s) ^ 2 = t ^ 2 := by field_simp
  -- the kinetic energy scales quadratically
  have hk : kinetic T m t = g / 2 * (t / s) ^ 2 := by
    unfold kinetic at h ⊢
    linear_combination (t / s) ^ 2 * h - T / m * e
  -- the potential energy shifts by a logarithm
  have hl : log ((t / s) ^ 2) = 2 * (log t - log s) := by
    rw [Real.log_pow, Real.log_div ht.ne' hs.ne']
    push_cast
    ring
  unfold energy
  rw [hk, h, hl]
  ring
```

The two halves of this computation are `hk` for the kinetic energy and `hl` for the logarithm. In `hk`, `linear_combination` multiplies the hypothesis by \((t/s)^2\) and uses \(s^2(t/s)^2 = t^2\). The identity is exact at any distance from \(s\), so it replaces an expansion about the minimum.

For \(x > 0\) and \(x \neq 1\) we have \(\ln x < x - 1\). If \(g > 0\) and \(t \neq s\), the excess is therefore strictly positive, and \(s\) beats every other positive scale.

```lean
/-- For `g > 0`, a scale `s > 0` with kinetic energy `g / 2` has strictly lower energy than
every other positive scale. -/
theorem energy_lt_of_virial {T m g s t : ℝ} (v : ℝ) (hg : 0 < g) (hs : 0 < s) (ht : 0 < t)
    (h : kinetic T m s = g / 2) (hne : t ≠ s) :
    energy T m g v s < energy T m g v t := by
  have hr : 0 < t / s := div_pos ht hs
  have hx : (t / s) ^ 2 ≠ 1 := by
    intro h1
    have h2 : t / s = 1 := (pow_eq_one_iff_of_nonneg hr.le two_ne_zero).mp h1
    exact hne ((div_eq_one_iff_eq hs.ne').mp h2)
  have hlog := Real.log_lt_sub_one_of_pos (pow_pos hr 2) hx
  have hpos : 0 < g / 2 * ((t / s) ^ 2 - 1 - log ((t / s) ^ 2)) :=
    mul_pos (by linarith) (by linarith)
  have hex := energy_excess v hs ht h
  linarith
```

The Mathlib lemma that does the work here is `Real.log_lt_sub_one_of_pos`. It takes a proof that \(x\) is positive and a proof that \(x \neq 1\), and returns the strict inequality \(\ln x < x - 1\): the logarithm lies below its tangent at 1. Because the inequality holds for all positive \(x\), one application gives a global minimum, with no second derivative and no separate study of \(s \to 0\) and \(s \to \infty\). Because it is strict, it also gives uniqueness. The condition \(x \neq 1\) needs a short argument, since \((t/s)^2 = 1\) would also allow \(t/s = -1\). The positivity of both scales excludes that case, and `pow_eq_one_iff_of_nonneg` uses it to conclude \(t/s = 1\), hence \(t = s\), against the assumption.

## Kinetic energy as the test for optimality

A scale with kinetic energy \(g/2\) has to exist before the comparison is of use. Solving \(Ts^2/m = g/2\) for positive \(s\) gives \(s = \sqrt{gm/(2T)}\), and substitution confirms it:

\[
\frac Tm\cdot\frac{gm}{2T} = \frac g2 .
\]

```lean
/-- For `T, m, g > 0` the scale `√(g m / (2 T))` has kinetic energy `g / 2`. -/
theorem kinetic_sqrt {T m g : ℝ} (hT : 0 < T) (hm : 0 < m) (hg : 0 < g) :
    kinetic T m (√(g * m / (2 * T))) = g / 2 := by
  have h0 : 0 ≤ g * m / (2 * T) := by positivity
  unfold kinetic
  rw [Real.sq_sqrt h0]
  field_simp
```

Write \(s_0\) for this scale. If a positive \(s\) is optimal, it must equal \(s_0\), because otherwise \(s_0\) would have strictly lower energy; so its kinetic energy is \(g/2\). Conversely, if the kinetic energy at \(s\) is \(g/2\), every other scale lies higher, and \(s\) is optimal.

```lean
/-- Virial theorem for the trial carrier: for `T, m, g > 0`, a scale `s > 0` is optimal
exactly when its kinetic energy is `g / 2`. -/
theorem isOptimal_iff_virial {T m g s : ℝ} (v : ℝ) (hT : 0 < T) (hm : 0 < m) (hg : 0 < g)
    (hs : 0 < s) : IsOptimal T m g v s ↔ kinetic T m s = g / 2 := by
  constructor
  · intro h
    have hk := kinetic_sqrt hT hm hg
    have h0 : 0 < √(g * m / (2 * T)) := Real.sqrt_pos.mpr (by positivity)
    by_cases hne : s = √(g * m / (2 * T))
    · rw [hne]
      exact hk
    · exact absurd (h.2 _ h0) (not_le_of_gt (energy_lt_of_virial v hg h0 hs hk hne))
  · intro h
    refine ⟨hs, fun t ht => ?_⟩
    by_cases hne : t = s
    · rw [hne]
    · exact (energy_lt_of_virial v hg hs ht h hne).le
```

Both directions split on whether two scales are equal and apply `energy_lt_of_virial` when they differ. The quantum virial theorem concerns stationary states of the full Schrödinger equation, where \(\mathbf r\cdot\nabla V = g\) leads to the same \(g/2\). The statement here is about a single length parameter: the shape may be a poor approximation to an eigenstate, and the balance still holds once its scale has been optimised.

## The minimum energy and its dependence on mass

At an optimal scale, \(Ts^2/m = g/2\) gives \(s^2 = gm/(2T)\), so \(g\ln s = (g/2)\ln(s^2)\) and

\[
E_{\min}(m) = \frac g2 - \frac g2\ln\frac{gm}{2T} + v .
\]

```lean
/-- For `T, m, g > 0` the energy at an optimal scale is
`g / 2 - (g / 2) ln (g m / (2 T)) + v`. -/
theorem energy_of_isOptimal {T m g v s : ℝ} (hT : 0 < T) (hm : 0 < m) (hg : 0 < g)
    (h : IsOptimal T m g v s) :
    energy T m g v s = g / 2 - g / 2 * log (g * m / (2 * T)) + v := by
  have hk := (isOptimal_iff_virial v hT hm hg h.1).mp h
  have h1 : T * s ^ 2 = g / 2 * m := (div_eq_iff hm.ne').mp hk
  have h2 : g * m / (2 * T) = s ^ 2 := by
    rw [div_eq_iff (by positivity)]
    linear_combination -2 * h1
  rw [h2, Real.log_pow, energy, hk]
  push_cast
  ring
```

In the code, `h1` and `h2` solve for \(s^2\), and the closing steps write the logarithm in the closed form as \(\ln(s^2) = 2\ln s\), after which both sides agree. Now compare masses \(m\) and \(m' > 0\) with \(T\), \(g\) and \(v\) unchanged. Everything cancels except the logarithm of the mass:

\[
E_{\min}(m') - E_{\min}(m)
= -\frac g2\left(\ln\frac{gm'}{2T} - \ln\frac{gm}{2T}\right)
= -\frac g2\ln\frac{m'}{m}.
\]

```lean
/-- For `T, m, g > 0` the trial carrier has exactly one optimal scale, its kinetic energy there
is `g / 2`, and changing the mass to `m' > 0` changes the minimum energy by
`-(g / 2) ln (m' / m)`. -/
theorem unique_minimum_and_mass_shift {T m g : ℝ} (v : ℝ) (hT : 0 < T) (hm : 0 < m)
    (hg : 0 < g) :
    (∃! s, IsOptimal T m g v s) ∧
    ∀ s, IsOptimal T m g v s →
      kinetic T m s = g / 2 ∧
      ∀ m' s', 0 < m' → IsOptimal T m' g v s' →
        energy T m' g v s' - energy T m g v s = -(g / 2) * log (m' / m) := by
  have hk := kinetic_sqrt hT hm hg
  have h0 : 0 < √(g * m / (2 * T)) := Real.sqrt_pos.mpr (by positivity)
  refine ⟨⟨√(g * m / (2 * T)), (isOptimal_iff_virial v hT hm hg h0).mpr hk, ?_⟩, ?_⟩
  · intro t ht
    by_contra hne
    exact absurd (ht.2 _ h0) (not_le_of_gt (energy_lt_of_virial v hg h0 ht.1 hk hne))
  · intro s hs
    refine ⟨(isOptimal_iff_virial v hT hm hg hs.1).mp hs, fun m' s' hm' hs' => ?_⟩
    have h2T : 2 * T ≠ 0 := by positivity
    -- only the logarithm of the mass survives in the difference
    rw [energy_of_isOptimal hT hm' hg hs', energy_of_isOptimal hT hm hg hs,
      Real.log_div (mul_pos hg hm').ne' h2T, Real.log_div (mul_pos hg hm).ne' h2T,
      Real.log_mul hg.ne' hm'.ne', Real.log_mul hg.ne' hm.ne',
      Real.log_div hm'.ne' hm.ne']
    ring
```

In words: let \(T\), \(m\) and \(g\) be positive and \(v\) any real number. Then exactly one scale is optimal, which is the meaning of `∃!`. At any optimal `s` the kinetic energy is \(g/2\). If `s'` is optimal for the mass `m'`, the two minimum energies differ by \(-(g/2)\ln(m'/m)\). The first part, applied to `m'`, guarantees that such an `s'` exists. The proof takes \(s_0\) as the minimiser, excludes any second one by the strict comparison, and obtains the shift by expanding the logarithms in the closed form.

Doubling the mass thus lowers the minimum by \((g/2)\ln 2 \approx 0.35\,g\). For effective-mass calculations of carriers bound to charged defects in monolayers, this gives a check on a scale optimisation within the one-parameter, purely logarithmic model: the kinetic energy should come out as \(g/2\) for every mass. The optimal length \(1/s_0\) is proportional to \(m^{-1/2}\), so a light carrier may spread to distances where the potential is no longer logarithmic, and the model then loses its basis.

## Two shapes at the same mass

Let a second trial shape have constants \(T' > 0\) and \(v'\), for example a shape with angular momentum beside one without. Each shape is optimised with its own scale, at the same \(m\) and \(g\). Subtracting the closed forms gives

\[
E'_{\min} - E_{\min} = \frac g2\ln\frac{T'}{T} + v' - v .
\]

```lean
/-- Two trial shapes with constants `T, v` and `T', v'` and the same mass have minimum energies
that differ by `(g / 2) ln (T' / T) + v' - v`, for `T, T', m, g > 0`. -/
theorem level_spacing {T T' m g v v' s s' : ℝ} (hT : 0 < T) (hT' : 0 < T') (hm : 0 < m)
    (hg : 0 < g) (hs : IsOptimal T m g v s) (hs' : IsOptimal T' m g v' s') :
    energy T' m g v' s' - energy T m g v s = g / 2 * log (T' / T) + v' - v := by
  have h2T : 2 * T ≠ 0 := by positivity
  have h2T' : 2 * T' ≠ 0 := by positivity
  rw [energy_of_isOptimal hT' hm hg hs', energy_of_isOptimal hT hm hg hs,
    Real.log_div (mul_pos hg hm).ne' h2T', Real.log_div (mul_pos hg hm).ne' h2T,
    Real.log_mul two_ne_zero hT'.ne', Real.log_mul two_ne_zero hT.ne',
    Real.log_div hT'.ne' hT.ne']
  ring
```

The mass has dropped out of the right-hand side, so the spacing between the two optimised trial energies is the same for light and heavy carriers. These are variational energies of chosen shapes, and how close their spacing comes to a spectral one depends on the shapes.

## Attraction is needed for a minimum

For \(g \le 0\) no scale can be optimal. Halving \(s\) divides the kinetic energy by four and changes \(-g\ln s\) by \(g\ln 2\), so

\[
E(s/2) - E(s) = -\frac34\,\frac{Ts^2}{m} + g\ln 2 < 0 .
\]

A free or repelled carrier always gains by spreading out. For \(g > 0\) the minimum has already been found, so for positive \(T\) and \(m\) an optimal scale exists exactly when \(g\) is positive.

```lean
/-- For `T, m > 0` an optimal scale exists exactly when the strength `g` of the logarithmic
potential is positive. -/
theorem exists_isOptimal_iff {T m : ℝ} (g v : ℝ) (hT : 0 < T) (hm : 0 < m) :
    (∃ s, IsOptimal T m g v s) ↔ 0 < g := by
  constructor
  · rintro ⟨s, hs, hmin⟩
    by_contra hg
    -- without attraction, halving `s` lowers the energy
    have h := hmin (s / 2) (by positivity)
    unfold energy kinetic at h
    rw [Real.log_div hs.ne' two_ne_zero] at h
    have h1 : 0 < T * s ^ 2 / m := by positivity
    have h2 : T * (s / 2) ^ 2 / m = T * s ^ 2 / m / 4 := by ring
    have h3 : g * log 2 ≤ 0 :=
      mul_nonpos_iff.mpr (Or.inr ⟨not_lt.mp hg, Real.log_nonneg (by norm_num)⟩)
    rw [h2, mul_sub] at h
    linarith
  · intro hg
    exact (unique_minimum_and_mass_shift v hT hm hg).1.exists

end

end LogMonolayerCarrier
```

The forward direction assumes a minimiser, tests it against `s / 2`, and lets `linarith` find the contradiction. The converse takes the existence part of the main theorem.

```lean
#print axioms LogMonolayerCarrier.unique_minimum_and_mass_shift
#print axioms LogMonolayerCarrier.level_spacing
#print axioms LogMonolayerCarrier.exists_isOptimal_iff
```

```
'LogMonolayerCarrier.unique_minimum_and_mass_shift' depends on axioms: [propext, Classical.choice, Quot.sound]
'LogMonolayerCarrier.level_spacing' depends on axioms: [propext, Classical.choice, Quot.sound]
'LogMonolayerCarrier.exists_isOptimal_iff' depends on axioms: [propext, Classical.choice, Quot.sound]
```

## Other kinetic powers

The same argument handles a kinetic term \(A s^p\) with \(A, p > 0\); the case \(p = 1\) corresponds to a kinetic energy proportional to the magnitude of the momentum. If \(As^p = g/p\) with \(g > 0\), then with \(x = (t/s)^p\)

\[
E(t) - E(s) = \frac gp\,(x - 1 - \ln x).
\]

The kinetic energy at the minimum is then \(g/p\), whatever the value of \(A\), and replacing \(A\) by \(A' > 0\) shifts the minimum by \((g/p)\ln(A'/A)\). Setting \(p = 2\) and \(A = T/m\) returns the mass shift above; the Lean theorems treat that quadratic case alone.
